# The Debye kernel sin(x)/x lies between its second- and fourth-order Taylor polynomials

The Debye kernel, familiar from orientationally averaged scattering, is sin(x)/x with the value 1 at x = 0. `sinc_bounds` states that for every real x it is at least 1 − x²/6 and at most 1 − x²/6 + x⁴/120. The proof starts from the bound cos x ≥ 1 − x²/2 and integrates three times, using a lemma that a function which vanishes at zero and has nonnegative slope for x ≥ 0 is nonnegative there. This bounds sin x on both sides for x ≥ 0; dividing by x settles positive x, evenness carries the result to negative x, and x = 0 is checked separately.

Lean 4 with Mathlib refuses this proof:

```lean
import Mathlib

open Filter Topology

namespace SincBounds

noncomputable section

/-- A function differentiable on all of `ℝ` that vanishes at zero and has nonnegative slope on the
half-line `x ≥ 0` is nonnegative there. -/
theorem nonneg_of_slope {f f' : ℝ → ℝ} (hf : ∀ x, HasDerivAt f (f' x) x) (h0 : f 0 = 0)
    (hp : ∀ x, 0 ≤ x → 0 ≤ f' x) (x : ℝ) (hx : 0 ≤ x) : 0 ≤ f x := by
  have hm : MonotoneOn f (Set.Ici 0) :=
    monotoneOn_of_deriv_nonneg (convex_Ici 0)
      (fun y _ => (hf y).continuousAt.continuousWithinAt)
      (fun y _ => (hf y).differentiableAt.differentiableWithinAt)
      (fun y hy => by
        rw [(hf y).deriv]
        exact hp y (interior_subset hy))
  have h := hm (Set.mem_Ici.2 le_rfl) (Set.mem_Ici.2 hx) hx
  rwa [h0] at h

/-- The Debye kernel lies between its second-order and fourth-order Taylor polynomials. -/
theorem sinc_bounds (x : ℝ) :
    1 - x ^ 2 / 6 ≤ Real.sinc x ∧ Real.sinc x ≤ 1 - x ^ 2 / 6 + x ^ 4 / 120 := by
  -- integrate the elementary bound on the cosine three times
  have h1 := nonneg_of_slope (f := fun x => Real.sin x - x + x ^ 3 / 6)
    (f' := fun x => Real.cos x - 1 + x ^ 2 / 2)
    (fun x => (((Real.hasDerivAt_sin x).fun_sub (hasDerivAt_id' x)).fun_add
      ((hasDerivAt_pow 3 x).div_const 6)).congr_deriv (by ring))
    (by simp) (fun x _ => by linarith [Real.one_sub_sq_div_two_le_cos (x := x)])
  have h2 := nonneg_of_slope (f := fun x => 1 + (x ^ 4 / 24 - x ^ 2 / 2 - Real.cos x))
    (f' := fun x => Real.sin x - x + x ^ 3 / 6)
    (fun x => (((((hasDerivAt_pow 4 x).div_const 24).fun_sub
      ((hasDerivAt_pow 2 x).div_const 2)).fun_sub
      (Real.hasDerivAt_cos x)).const_add 1).congr_deriv (by ring))
    (by norm_num) h1
  have h3 := nonneg_of_slope (f := fun x => x ^ 5 / 120 - x ^ 3 / 6 + x - Real.sin x)
    (f' := fun x => 1 + (x ^ 4 / 24 - x ^ 2 / 2 - Real.cos x))
    (fun x => (((((hasDerivAt_pow 5 x).div_const 120).fun_sub
      ((hasDerivAt_pow 3 x).div_const 6)).fun_add (hasDerivAt_id' x)).fun_sub
      (Real.hasDerivAt_sin x)).congr_deriv (by ring))
    (by simp) h2
  have key : ∀ y : ℝ, 0 < y → 1 - y ^ 2 / 6 ≤ Real.sin y / y ∧
      Real.sin y / y ≤ 1 - y ^ 2 / 6 + y ^ 4 / 120 := by
    intro y hy
    have a := h1 y hy.le
    have b := h3 y hy.le
    simp only at a b
    rw [le_div_iff₀ hy, div_le_iff₀ hy]
    constructor <;> nlinarith
  rcases lt_trichotomy x 0 with hx | rfl | hx
  · have h := key (-x) (by linarith)
    have e2 : (-x) ^ 2 = x ^ 2 := by ring
    have e4 : (-x) ^ 4 = x ^ 4 := by ring
    rw [Real.sin_neg, neg_div_neg_eq, e2, e4] at h
    rwa [Real.sinc_of_ne_zero hx.ne]
  · simp
  · rw [Real.sinc_of_ne_zero hx.ne']
    exact key x hx

end

end SincBounds
```

Compiling this gives:

```
Main.lean:49:4: error: `simp` made no progress
```

The change, after which it compiles:

```diff
@@ -47,5 +47,4 @@
     have a := h1 y hy.le
     have b := h3 y hy.le
-    simp only at a b
     rw [le_div_iff₀ hy, div_le_iff₀ hy]
     constructor <;> nlinarith
```

The message `simp` made no progress refers to the line `simp only at a b`. Here `a` and `b` are the lower and upper bounds on the sine, obtained by applying `h1` and `h3` to the positive number `y`. Since those facts came from a lemma about a general function `f`, with an explicit `fun x => ...` put in its place, one might expect `a` and `b` to contain that function still applied to `y`, waiting to be evaluated.

With no lemmas listed, `simp only` could have done that evaluation, but the expressions were already in evaluated form, as plain inequalities in `y`. It found nothing to change in either hypothesis, and `simp` treats that as an error.

The repair deletes the line. Nothing is lost, because `a` and `b` already have the form that `nlinarith` needs once the two division lemmas have cleared the denominator `y`.
